# Independent two-level systems with gap density $D^a$, $a>-3$, have a heat capacity proportional to $T^{1+a}$

With Boltzmann's constant equal to one, a two-level system with gap $D$ at temperature $T$ has mean energy $U(D,T)=D/(e^{D/T}+1)$ above its lower level and heat capacity $c(D,T)=(D/2T)^2/\cosh^2(D/2T)$. A collection of independent systems with gap density $D^a$ on $D>0$ has heat capacity $C_a(T)=\int_0^\infty D^a\,c(D,T)\,dD$, and the Lean file below proves that for every real $a>-3$ this integral converges at each $T>0$ and equals $C_a(1)\,T^{1+a}$, with $C_a(1)>0$.

```lean
import Mathlib

open MeasureTheory Set

namespace GlassTunnelling

noncomputable section

/-- Mean thermal energy of a two-level system with gap `D` at temperature `T`,
measured from its lower level, with Boltzmann's constant equal to one. -/
def levelEnergy (D T : ℝ) : ℝ := D / (Real.exp (D / T) + 1)

/-- Heat capacity of a two-level system with gap `D` at temperature `T`. -/
def levelHeat (D T : ℝ) : ℝ := (D / (2 * T)) ^ 2 / Real.cosh (D / (2 * T)) ^ 2

/-- Heat capacity of a collection of two-level systems with gap density `D ^ a`. -/
def heatCapacity (a T : ℝ) : ℝ := ∫ D in Ioi (0 : ℝ), D ^ a * levelHeat D T

/-- The heat capacity of a two-level system is the temperature derivative of its mean energy. -/
theorem hasDerivAt_levelEnergy (D : ℝ) {T : ℝ} (hT : T ≠ 0) :
    HasDerivAt (fun t => levelEnergy D t) (levelHeat D T) T := by
  unfold levelEnergy levelHeat
  have h1 : HasDerivAt (fun t : ℝ => D / t) (D * -(T ^ 2)⁻¹) T := by
    simpa only [div_eq_mul_inv] using (hasDerivAt_inv hT).const_mul D
  have h3 := h1.exp.add_const 1
  have hne : Real.exp (D / T) + 1 ≠ 0 := by positivity
  refine ((hasDerivAt_const T D).fun_div h3 hne).congr_deriv ?_
  -- express everything through u = exp (D / (2 T))
  have hu : Real.exp (D / T) = Real.exp (D / (2 * T)) ^ 2 := by
    rw [sq, ← Real.exp_add]
    congr 1
    ring
  rw [hu, Real.cosh_eq, Real.exp_neg]
  have hpos := Real.exp_pos (D / (2 * T))
  generalize Real.exp (D / (2 * T)) = u at hpos ⊢
  have hu1 : u ^ 2 + 1 ≠ 0 := by positivity
  have hc : (u + u⁻¹) / 2 = (u ^ 2 + 1) / (2 * u) := by field_simp
  rw [hc]
  field_simp
  ring

/-- The heat capacity of a two-level system is at most `(D/T)² exp(-D/T)`. -/
theorem levelHeat_le (D T : ℝ) :
    levelHeat D T ≤ (D / T) ^ 2 * Real.exp (-(D / T)) := by
  have hx : D / T = 2 * (D / (2 * T)) := by ring
  rw [levelHeat, hx]
  generalize D / (2 * T) = x
  have hc : Real.exp x / 2 ≤ Real.cosh x := by
    rw [Real.cosh_eq]
    linarith [Real.exp_pos (-x)]
  have he : Real.exp (-(2 * x)) * Real.exp x ^ 2 = 1 := by
    rw [sq, ← Real.exp_add, ← Real.exp_add, show -(2 * x) + (x + x) = 0 by ring, Real.exp_zero]
  have h1 : 1 ≤ 4 * Real.exp (-(2 * x)) * Real.cosh x ^ 2 := by
    calc 1 = 4 * Real.exp (-(2 * x)) * (Real.exp x / 2) ^ 2 := by linear_combination -he
      _ ≤ 4 * Real.exp (-(2 * x)) * Real.cosh x ^ 2 := by gcongr
  rw [div_le_iff₀ (pow_pos (Real.cosh_pos x) 2)]
  nlinarith [mul_le_mul_of_nonneg_left h1 (sq_nonneg x)]

/-- Measuring the gap in units of the temperature takes a factor `T ^ a` out of the integrand. -/
theorem integrand_scaling (a : ℝ) {T x : ℝ} (hT : 0 < T) (hx : 0 < x) :
    (T * x) ^ a * levelHeat (T * x) T = T ^ a * (x ^ a * levelHeat x 1) := by
  have h : T * x / (2 * T) = x / (2 * 1) := by field_simp
  unfold levelHeat
  rw [h, Real.mul_rpow hT.le hx.le]
  ring

/-- At unit temperature the heat capacity integral converges exactly when `a > -3`. -/
theorem integrableOn_one_iff (a : ℝ) :
    IntegrableOn (fun x : ℝ => x ^ a * levelHeat x 1) (Ioi 0) ↔ -3 < a := by
  constructor
  · intro h
    -- near zero gap the integrand dominates a multiple of x ^ (a + 2)
    have hsub : Ioo (0 : ℝ) 1 ⊆ Ioi 0 := fun x hx => hx.1
    have h2 := Integrable.const_mul (h.mono_set hsub) (4 * Real.cosh 1 ^ 2)
    have key : IntegrableOn (fun x : ℝ => x ^ (a + 2)) (Ioo 0 1) := by
      refine Integrable.mono' h2 (measurable_id.pow_const (a + 2)).aestronglyMeasurable
        ((ae_restrict_iff' measurableSet_Ioo).2 (Filter.Eventually.of_forall fun x hx => ?_))
      have hc : Real.cosh (x / (2 * 1)) ≤ Real.cosh 1 := Real.cosh_le_cosh.2 (by
        rw [abs_one, abs_le]
        constructor <;> linarith [hx.1, hx.2])
      have hq := pow_le_pow_left₀ (Real.cosh_pos _).le hc 2
      have hs : x ^ 2 ≤ 4 * Real.cosh 1 ^ 2 * levelHeat x 1 := by
        rw [levelHeat, ← mul_div_assoc, le_div_iff₀ (pow_pos (Real.cosh_pos _) 2)]
        nlinarith [mul_le_mul_of_nonneg_left hq (sq_nonneg x)]
      rw [Real.norm_of_nonneg (Real.rpow_nonneg hx.1.le _), Real.rpow_add hx.1, Real.rpow_two]
      calc x ^ a * x ^ 2 ≤ x ^ a * (4 * Real.cosh 1 ^ 2 * levelHeat x 1) :=
            mul_le_mul_of_nonneg_left hs (Real.rpow_nonneg hx.1.le _)
        _ = 4 * Real.cosh 1 ^ 2 * (x ^ a * levelHeat x 1) := by ring
    have := (intervalIntegral.integrableOn_Ioo_rpow_iff one_pos).1 key
    linarith
  · intro ha
    -- a Gamma integral dominates the integrand
    have hG := Real.GammaIntegral_convergent (s := a + 3) (by linarith)
    have hm : Measurable (fun x : ℝ => levelHeat x 1) := by
      unfold levelHeat
      exact ((measurable_id.div_const _).pow_const 2).div
        ((Real.measurable_cosh.comp (measurable_id.div_const _)).pow_const 2)
    refine Integrable.mono' hG ((measurable_id.pow_const a).mul hm).aestronglyMeasurable
      ((ae_restrict_iff' measurableSet_Ioi).2 (Filter.Eventually.of_forall fun x hx => ?_))
    have hx0 : 0 < x := hx
    have hn : 0 ≤ levelHeat x 1 := by unfold levelHeat; positivity
    have hb := levelHeat_le x 1
    rw [div_one] at hb
    rw [Real.norm_of_nonneg (mul_nonneg (Real.rpow_nonneg hx0.le _) hn),
      show a + 3 - 1 = a + 2 by ring, Real.rpow_add hx0, Real.rpow_two]
    calc x ^ a * levelHeat x 1 ≤ x ^ a * (x ^ 2 * Real.exp (-x)) :=
          mul_le_mul_of_nonneg_left hb (Real.rpow_nonneg hx0.le _)
      _ = Real.exp (-x) * (x ^ a * x ^ 2) := by ring

/-- At any positive temperature the heat capacity integral converges exactly when `a > -3`. -/
theorem integrableOn_iff (a : ℝ) {T : ℝ} (hT : 0 < T) :
    IntegrableOn (fun D : ℝ => D ^ a * levelHeat D T) (Ioi 0) ↔ -3 < a := by
  have h := integrableOn_Ioi_comp_mul_left_iff (fun D : ℝ => D ^ a * levelHeat D T) 0 hT
  rw [mul_zero] at h
  refine h.symm.trans (Iff.trans ?_ (integrableOn_one_iff a))
  exact (integrableOn_congr_fun (g := fun x : ℝ => T ^ a * (x ^ a * levelHeat x 1))
    (fun x hx => integrand_scaling a hT hx) measurableSet_Ioi).trans
    (integrable_const_mul_iff (IsUnit.mk0 _ (Real.rpow_pos_of_pos hT a).ne') _)

/-- For a gap density `D ^ a` with `a > -3`, the heat capacity integral converges at every
positive temperature and equals a positive constant times `T ^ (1 + a)`. -/
theorem heatCapacity_power_law {a : ℝ} (ha : -3 < a) :
    0 < heatCapacity a 1 ∧ ∀ T : ℝ, 0 < T →
      IntegrableOn (fun D : ℝ => D ^ a * levelHeat D T) (Ioi 0) ∧
      heatCapacity a T = heatCapacity a 1 * T ^ (1 + a) := by
  constructor
  · -- the integrand is strictly positive at every positive gap
    have hp : ∀ x : ℝ, 0 < x → 0 < x ^ a * levelHeat x 1 := fun x hx => by
      have hc := Real.cosh_pos (x / (2 * 1))
      unfold levelHeat
      positivity
    unfold heatCapacity
    rw [setIntegral_pos_iff_support_of_nonneg_ae
      ((ae_restrict_iff' measurableSet_Ioi).2
        (Filter.Eventually.of_forall fun x hx => (hp x hx).le))
      ((integrableOn_one_iff a).2 ha)]
    exact lt_of_lt_of_le (by simp : 0 < volume (Ioi (0 : ℝ)))
      (measure_mono fun x hx => ⟨(hp x hx).ne', hx⟩)
  · intro T hT
    refine ⟨(integrableOn_iff a hT).2 ha, ?_⟩
    -- substitute D = T x
    have e : ∫ x in Ioi (0 : ℝ), (T * x) ^ a * levelHeat (T * x) T
        = T ^ a * heatCapacity a 1 := by
      rw [heatCapacity, ← integral_const_mul]
      exact setIntegral_congr_fun measurableSet_Ioi (fun x hx => integrand_scaling a hT hx)
    have h : ∫ x in Ioi (0 : ℝ), (T * x) ^ a * levelHeat (T * x) T
        = T⁻¹ * heatCapacity a T := by
      have := integral_comp_mul_left_Ioi (fun D : ℝ => D ^ a * levelHeat D T) 0 hT
      simpa only [mul_zero, smul_eq_mul, heatCapacity] using this
    rw [Real.rpow_add hT, Real.rpow_one]
    calc heatCapacity a T = T * (T⁻¹ * heatCapacity a T) :=
          (mul_inv_cancel_left₀ hT.ne' _).symm
      _ = T * (T ^ a * heatCapacity a 1) := by rw [← h, e]
      _ = heatCapacity a 1 * (T * T ^ a) := by ring

/-- For `a > -3`, the line through the points of a log-log plot of the heat capacity at two distinct
positive temperatures has slope `1 + a`. -/
theorem loglog_slope {a S T : ℝ} (ha : -3 < a) (hS : 0 < S) (hT : 0 < T) (hST : S ≠ T) :
    (Real.log (heatCapacity a T) - Real.log (heatCapacity a S)) /
      (Real.log T - Real.log S) = 1 + a := by
  obtain ⟨hK, h⟩ := heatCapacity_power_law ha
  have hne : Real.log T - Real.log S ≠ 0 :=
    sub_ne_zero.2 fun e => hST (Real.log_injOn_pos hS hT e.symm)
  rw [(h T hT).2, (h S hS).2, Real.log_mul hK.ne' (Real.rpow_pos_of_pos hT _).ne',
    Real.log_mul hK.ne' (Real.rpow_pos_of_pos hS _).ne', Real.log_rpow hT, Real.log_rpow hS,
    div_eq_iff hne]
  ring

/-- A flat density of gaps gives a heat capacity proportional to the temperature. -/
theorem flat_density_linear {T : ℝ} (hT : 0 < T) :
    ∫ D in Ioi (0 : ℝ), levelHeat D T = (∫ x in Ioi (0 : ℝ), levelHeat x 1) * T := by
  have h := ((heatCapacity_power_law (a := 0) (by norm_num)).2 T hT).2
  simpa only [heatCapacity, Real.rpow_zero, one_mul, add_zero, Real.rpow_one] using h

end

end GlassTunnelling
```

```lean
#print axioms GlassTunnelling.hasDerivAt_levelEnergy
#print axioms GlassTunnelling.levelHeat_le
#print axioms GlassTunnelling.loglog_slope
#print axioms GlassTunnelling.flat_density_linear
```

```
'GlassTunnelling.hasDerivAt_levelEnergy' depends on axioms: [propext, Classical.choice, Quot.sound]
'GlassTunnelling.levelHeat_le' depends on axioms: [propext, Classical.choice, Quot.sound]
'GlassTunnelling.loglog_slope' depends on axioms: [propext, Classical.choice, Quot.sound]
'GlassTunnelling.flat_density_linear' depends on axioms: [propext, Classical.choice, Quot.sound]
```

## The power law and its range of exponents

The three definitions correspond to the three formulas above: `levelEnergy D T` is $U(D,T)$, `levelHeat D T` is $c(D,T)$, and `heatCapacity a T` is $C_a(T)$. The set `Ioi 0` is the open half-line $(0,\infty)$, and `D ^ a` is a real power, so $a$ need not be an integer.

The main theorem, `heatCapacity_power_law`, assumes only $a>-3$. It states that $K=C_a(1)$ is positive and that, for every $T>0$, the integrand is integrable and $C_a(T)=K\,T^{1+a}$. The constant $K$ depends on $a$ but not on $T$. Integrability is stated separately because Lean assigns the value zero to the integral of a non-integrable function, so an equation between integrals would not by itself show convergence.

The condition on $a$ is sharp: `integrableOn_iff` says that at any $T>0$ the integral converges if and only if $a>-3$. This range is wider than $a>-1$, which is the condition for the number of systems with gaps below a given bound to be finite. For $-3<a\le-1$ there are infinitely many systems near zero gap, but each contributes so little that the total heat capacity stays finite. A real sample has finitely many systems, so for these exponents the density can describe it only above some smallest gap.

Two consequences follow. By `loglog_slope`, the line through the points of a log-log plot at any two distinct positive temperatures $S$ and $T$ has slope $1+a$. By `flat_density_linear`, a constant gap density gives a heat capacity proportional to $T$.

## Tunnelling systems as independent two-level systems

The tunnelling model of glasses assumes that some atoms or groups of atoms can tunnel between two nearby configurations. At low temperature each such unit is described by its two lowest levels, and disorder spreads the gaps over a broad distribution. For independent systems with a flat gap distribution extending over all positive energies, the last theorem gives the linear term associated with the low-temperature heat capacity of glasses.

The power-law density is assumed, not derived from a distribution of barriers and asymmetries. Its prefactor is set to one; any other constant prefactor multiplies $C_a(T)$. The density also has no cutoff at either end, whereas the gaps in a real sample have a smallest and a largest value, so the power law can apply only at temperatures well above the first and well below the second. Interactions between the systems, the contribution of phonons and the slow relaxation of some tunnelling systems during a measurement are all left out.

The heat capacity of a single system is tied to its energy by `hasDerivAt_levelEnergy`, which proves $\partial U/\partial T=c$ for every real $D$ and every $T\neq0$. The heat capacity of the collection is then defined as the sum over systems, that is, as the integral of $c$ against the density.

## Differentiating the energy of one system

Since $\partial_T e^{D/T}=-(D/T^2)\,e^{D/T}$, the quotient rule gives

$$\frac{\partial U}{\partial T}=\frac{D^2}{T^2}\,\frac{e^{D/T}}{(e^{D/T}+1)^2}.$$

Put $u=e^{D/(2T)}$, so that $e^{D/T}=u^2$. Then

$$\frac{u^2}{(u^2+1)^2}=\frac{1}{(u+u^{-1})^2}=\frac{1}{4\cosh^2(D/2T)},$$

and the derivative is $(D/2T)^2/\cosh^2(D/2T)=c(D,T)$.

The Lean proof follows the same route. It builds the derivative of $D/t$ from that of $1/t$, passes it through the exponential and applies the quotient rule with `fun_div`. The `generalize` step then replaces the exponential by a positive variable `u`, and `field_simp` and `ring` check the remaining rational identity.

## Convergence at unit temperature

Write $y=D/(2T)$. Because $\cosh y\ge e^y/2$, we have $1/\cosh^2y\le4e^{-2y}$, and therefore

$$c(D,T)=\frac{y^2}{\cosh^2y}\le4y^2e^{-2y}=\left(\frac DT\right)^2e^{-D/T}.$$

This is `levelHeat_le`, where the code calls this variable `x`. Its step `h1` is the inequality $1\le4e^{-2y}\cosh^2y$, which the last line of the proof multiplies by $y^2$.

Now set $T=1$ and call the gap $x$. If $a>-3$, the bound gives

$$0\le x^a\,c(x,1)\le x^{a+2}e^{-x},\qquad \int_0^\infty x^{a+2}e^{-x}\,dx=\Gamma(a+3)<\infty,$$

so the heat capacity integral converges.

For the converse, suppose that it converges and take $0<x<1$. Then $\cosh(x/2)\le\cosh1$, so $c(x,1)\ge x^2/(4\cosh^21)$, and

$$x^{a+2}\le4\cosh^2(1)\,x^a\,c(x,1).$$

Hence $x^{a+2}$ is integrable on $(0,1)$, which requires $a+2>-1$, that is, $a>-3$.

Both directions are in `integrableOn_one_iff`. Each uses `Integrable.mono'`, which says that a measurable function bounded in absolute value by an integrable one is integrable. The Gamma integral is the dominating function in one direction; a multiple of the heat capacity integrand plays that role in the other.

## Measuring gaps in units of the temperature

The level heat capacity depends on $D$ and $T$ only through their ratio, so $c(Tx,T)=c(x,1)$. For $T>0$ and $x>0$ this gives

$$(Tx)^a\,c(Tx,T)=T^a\,x^a\,c(x,1),$$

which is `integrand_scaling`. The substitution $D=Tx$, with $dD=T\,dx$, then yields

$$C_a(T)=T\int_0^\infty(Tx)^a\,c(Tx,T)\,dx=T\cdot T^a\int_0^\infty x^a\,c(x,1)\,dx=C_a(1)\,T^{1+a}.$$

The same substitution carries the convergence criterion from unit temperature to any $T>0$. In `integrableOn_iff` this is a change of variable followed by the removal of the nonzero factor $T^a$.

In `heatCapacity_power_law`, the integral of $(Tx)^a\,c(Tx,T)$ over $x$ is evaluated twice. The step `e` uses the scaling identity and finds $T^a\,C_a(1)$; the step `h` uses the change of variable and finds $T^{-1}C_a(T)$. Equating the two and multiplying by $T$ gives the power law.

For the sign of $K$, note that $x^a\,c(x,1)>0$ at every $x>0$. The integral of a nonnegative integrable function is positive exactly when the function is nonzero on a set of positive measure, and here that set includes the whole half-line.

## Log-log slope and flat density

Since $K>0$, taking logarithms gives $\log C_a(T)=\log K+(1+a)\log T$. Subtracting the same equation at $S$ removes $\log K$:

$$\log C_a(T)-\log C_a(S)=(1+a)(\log T-\log S).$$

For $S\neq T$ the last bracket is nonzero, because the logarithm is injective on positive numbers, and division gives the slope. The proof of `loglog_slope` does exactly this.

At $a=0$ the density is $D^0=1$ and the power is $T^1$, so `flat_density_linear` follows from the main theorem by simplification.

## For $a>-2$ the total energy scales as $T^{2+a}$

The same substitution applies to the total thermal energy $E_a(T)=\int_0^\infty D^a\,U(D,T)\,dD$, although the file does not treat it. Since $U(Tx,T)=T\,U(x,1)$, one more factor of $T$ appears, and $E_a(T)=E_a(1)\,T^{2+a}$ whenever the integral converges. Near zero gap $U(D,T)$ behaves as $D/2$, so convergence now needs $a>-2$. For $-3<a\le-2$ the total energy is therefore infinite while the integral of the level heat capacities is finite.
